# One-particle transition elements between Slater determinants from the adjugate of their overlap matrix

The theorem `transition_adjugate` concerns two states of n fermions, each a single determinant built from orbitals over a finite set of modes; the orbitals need be neither orthogonal nor normalised. The creators and annihilators are assumed to be mutually adjoint and to obey the mixed anticommutation relation, and the vacuum is a unit vector killed by every annihilator. The overlap matrix has as its (i, j) entry the inner product of `u i` with `v j`, conjugate-linear in `u i`. The theorem states that the matrix element of "annihilate in mode q, then create in mode p", with the determinant of `u` on the left and that of `v` on the right, is a sum over i and j. Each term is the product of `v j q`, the (j, i) entry of the adjugate of the overlap matrix, and the complex conjugate of `u i p`. No inverse is taken, so the formula also holds when the overlap matrix is singular. The matrix element is not divided by the norms of the two determinants. The proof treats n = 0 separately, and otherwise moves the creator to the left as an annihilator and expands both determinants by removing one orbital from each. The inner products that remain are minors of the overlap matrix, which are to be matched with the adjugate's entries.

Lean 4 with Mathlib refuses this proof:

```lean
import Mathlib

open scoped InnerProductSpace ComplexConjugate Matrix

namespace LowdinTransition

noncomputable section

variable {P H : Type*} [Fintype P] [DecidableEq P]
  [NormedAddCommGroup H] [InnerProductSpace ℂ H]

/-- Annihilators `a p` and creators `ad p` that are mutually adjoint and obey the mixed
anticommutation relation, with a unit vacuum `Ω` killed by every annihilator. -/
structure IsFermiVacuum (a ad : P → H →ₗ[ℂ] H) (Ω : H) : Prop where
  car : ∀ p q x, a p (ad q x) + ad q (a p x) = if p = q then x else 0
  adj : ∀ p x y, ⟪ad p x, y⟫_ℂ = ⟪x, a p y⟫_ℂ
  vac : ∀ p, a p Ω = 0
  unit : ⟪Ω, Ω⟫_ℂ = 1

/-- The creator of a particle in the orbital `f`, the sum of `f p` times `ad p`. -/
def create (ad : P → H →ₗ[ℂ] H) (f : P → ℂ) : H →ₗ[ℂ] H := ∑ p, f p • ad p

/-- The determinant state obtained by applying the creators of the orbitals
`v 0, v 1, …` to the vacuum, with `v 0` leftmost. -/
def slater (ad : P → H →ₗ[ℂ] H) (Ω : H) : (n : ℕ) → (Fin n → P → ℂ) → H
  | 0, _ => Ω
  | n + 1, v => create ad (v 0) (slater ad Ω n (fun i => v i.succ))

/-- The matrix of inner products between two sets of orbitals. -/
def overlap {n : ℕ} (u v : Fin n → P → ℂ) : Matrix (Fin n) (Fin n) ℂ :=
  Matrix.of fun i j => ∑ p, conj (u i p) * v j p

variable {a ad : P → H →ₗ[ℂ] H} {Ω : H}

/-- Moving an annihilator through the creator of an orbital leaves the orbital's
amplitude in that mode and reverses the sign of the remaining term. -/
theorem annihilate_create (h : IsFermiVacuum a ad Ω) (p : P) (f : P → ℂ) (x : H) :
    a p (create ad f x) = f p • x - create ad f (a p x) := by
  have hc : ∀ q, a p (ad q x) = (if p = q then x else 0) - ad q (a p x) :=
    fun q => eq_sub_of_add_eq (h.car p q x)
  simp only [create, LinearMap.sum_apply, LinearMap.smul_apply, map_sum, map_smul, hc,
    smul_sub, Finset.sum_sub_distrib]
  simp [smul_ite]

/-- An annihilator acting on a determinant removes each orbital in turn, with alternating
sign and weighted by that orbital's amplitude in the mode. -/
theorem annihilate_slater (h : IsFermiVacuum a ad Ω) (p : P) (n : ℕ)
    (v : Fin (n + 1) → P → ℂ) :
    a p (slater ad Ω (n + 1) v) =
      ∑ j : Fin (n + 1),
        ((-1 : ℂ) ^ (j : ℕ) * v j p) • slater ad Ω n (fun i => v (j.succAbove i)) := by
  induction n with
  | zero => simp [slater, annihilate_create h, h.vac]
  | succ n ih =>
    conv_rhs => rw [Fin.sum_univ_succ]
    rw [slater, annihilate_create h, ih, map_sum, sub_eq_add_neg, ← Finset.sum_neg_distrib]
    congr 1
    · simp
    · refine Finset.sum_congr rfl fun j _ => ?_
      -- the first orbital survives the removal of a later one
      rw [slater, map_smul, ← neg_smul]
      simp only [Fin.succ_succAbove_zero, Fin.succ_succAbove_succ, Fin.val_succ]
      congr 1
      ring

/-- The inner product of two determinants is the determinant of their orbital overlaps. -/
theorem inner_slater (h : IsFermiVacuum a ad Ω) (n : ℕ) (u v : Fin n → P → ℂ) :
    ⟪slater ad Ω n u, slater ad Ω n v⟫_ℂ = (overlap u v).det := by
  induction n with
  | zero =>
    rw [Matrix.det_isEmpty]
    exact h.unit
  | succ n ih =>
    have hu : slater ad Ω (n + 1) u =
      ∑ p, u 0 p • ad p (slater ad Ω n (fun i => u i.succ)) := by
      simp [slater, create, LinearMap.sum_apply]
    rw [hu, Matrix.det_succ_row_zero]
    simp only [sum_inner, inner_smul_left, h.adj, annihilate_slater h, inner_sum,
      inner_smul_right, ih, Finset.mul_sum]
    -- exchange modes and orbitals to recognise the Laplace expansion
    rw [Finset.sum_comm]
    refine Finset.sum_congr rfl fun j _ => ?_
    have e : (overlap u v).submatrix Fin.succ j.succAbove =
      overlap (fun i => u i.succ) (fun i => v (j.succAbove i)) := rfl
    have e0 : overlap u v 0 j = ∑ p, conj (u 0 p) * v j p := rfl
    rw [e, e0, Finset.mul_sum, Finset.sum_mul]
    exact Finset.sum_congr rfl fun p _ => by ring

/-- The one-particle transition element between two determinants, expressed through the
adjugate of the overlap matrix, for any overlap matrix, singular or not. -/
theorem transition_adjugate (h : IsFermiVacuum a ad Ω) (n : ℕ) (u v : Fin n → P → ℂ)
    (p q : P) :
    ⟪slater ad Ω n u, ad p (a q (slater ad Ω n v))⟫_ℂ =
      ∑ i, ∑ j, v j q * (overlap u v).adjugate j i * conj (u i p) := by
  cases n with
  | zero => simp [slater, h.vac]
  | succ n =>
    -- let the creator act to the left as an annihilator
    rw [← inner_conj_symm, h.adj, inner_conj_symm, annihilate_slater h,
      annihilate_slater h, sum_inner]
    refine Finset.sum_congr rfl fun i _ => ?_
    rw [inner_sum]
    refine Finset.sum_congr rfl fun j _ => ?_
    have e : overlap (fun k => u (i.succAbove k)) (fun k => v (j.succAbove k)) =
      (overlap u v).submatrix i.succAbove j.succAbove := rfl
    rw [inner_smul_left, inner_smul_right, inner_slater h, e,
      Matrix.adjugate_fin_succ_eq_det_succAbove]
    simp only [map_mul, map_pow, map_neg, map_one, pow_add]
    ring

end

end LowdinTransition
```

The error:

```
Main.lean:107:6: error(lean.unknownIdentifier): Unknown constant `Matrix.adjugate_fin_succ_eq_det_succAbove`
```

The message says that Lean knows no constant called `Matrix.adjugate_fin_succ_eq_det_succAbove`. The name stands last in a `rw` list, where it is meant to turn the adjugate entry on the right-hand side into a signed minor. Since the name refers to nothing, there is no equation to rewrite with, and the proof stops there.

The diff replaces it with `Matrix.adjugate_fin_succ_eq_det_submatrix`, which is the Mathlib lemma for this step. It writes the (j, i) entry of the adjugate as a sign times the determinant of the submatrix with row i and column j removed. That is the same submatrix that the preceding rewrite with `e` has produced on the left-hand side, so both sides now contain the same determinant. The `simp only` and `ring` that follow, which are unchanged, deal with the conjugation, the signs and the order of the factors. The name of the lemma is the only thing changed.

This version goes through:

```diff
@@ -105,5 +105,5 @@
       (overlap u v).submatrix i.succAbove j.succAbove := rfl
     rw [inner_smul_left, inner_smul_right, inner_slater h, e,
-      Matrix.adjugate_fin_succ_eq_det_succAbove]
+      Matrix.adjugate_fin_succ_eq_det_submatrix]
     simp only [map_mul, map_pow, map_neg, map_one, pow_add]
     ring
```
